# The spin-spin contact energy of the hydrogenic 1s² singlet is Z³α²/4

For two electrons in the normalised hydrogenic 1s orbital of nuclear charge Z > 0, with singlet spin,

−(8π/3) α² ⟨s₁·s₂ δ(r₁₂)⟩ = Z³α²/4

in Hartree atomic units, where α is the fine-structure constant, s₁ and s₂ are the electron spins and r₁₂ is the vector between the electrons. The prefactor is taken as given. It stands for the contact part of the magnetic interaction between two spin moments with g = 2.

The spin part of the result holds more widely. For any normalised two-electron wavefunction that obeys the Pauli principle, the integrand of the contact energy is 2πα² times the coincidence density, which is the probability density of finding both electrons at the same point.

## Contact terms from the coincidence density

A two-electron Breit–Pauli code relies on this identity when it computes the spin-spin contact term from the coincidence density alone, without spin matrices. The value Z³α²/4 is a closed-form reference for such a routine, valid for non-interacting electrons in a hydrogenic orbital. Electron repulsion changes the coincidence density, so a correlated wavefunction should not be expected to reproduce it.

## From spin exchange to Z³α²/4

Let v(a,b) be the components of a two-spin vector, where a and b are each 0 (up) or 1 (down). Let D = Σₖ σₖ⊗σₖ, summed over the three Pauli matrices, so that s₁·s₂ = D/4.

The x and y terms cancel on ↑↑ and ↓↓. On ↑↓ and ↓↑ they add up to twice the exchanged state. The z term gives +1 for parallel and −1 for antiparallel spins. In components,

(Dv)(a,b) = 2v(b,a) − v(a,b).

Hence Dv = −3v holds exactly when 2v(b,a) = −2v(a,b), that is, when v changes sign under spin exchange. The singlet (↑↓ − ↓↑)/√2 does so, and its norm squared is 1/2 + 1/2 = 1.

The Pauli principle for a wavefunction Ψ reads

Ψ(r₂,r₁)(b,a) = −Ψ(r₁,r₂)(a,b).

Setting r₁ = r₂ = r leaves an exchange of the spins only, so the spin vector Ψ(r,r) is antisymmetric and s₁·s₂ acts on it as −3/4. The integrand of the contact energy, called the contact density here, is therefore

−(8π/3) α² · (−3/4) · Σ |Ψ(r,r)(a,b)|² = 2πα² Σ |Ψ(r,r)(a,b)|²,

with both sums over a and b.

For the spatial part, integration in spherical shells gives, for c > 0,

∫ exp(−c|r|) d³r = 4π ∫₀^∞ t² exp(−ct) dt = 4π · 2/c³ = 8π/c³.

The orbital φ(r) = √(Z³/π) exp(−Z|r|) then satisfies

∫ φ² d³r = (Z³/π) · 8π/(2Z)³ = 1,

∫ φ⁴ d³r = (Z³/π)² · 8π/(4Z)³ = Z³/(8π).

For 1s² with normalised singlet spin, the coincidence density is φ⁴, and the energy is

2πα² · Z³/(8π) = Z³α²/4.

Antisymmetry is essential. Take φ(r₁)φ(r₂) with spins ↑↑, which violates the Pauli principle. Here s₁·s₂ is +1/4, the contact density is −(2π/3)α²φ⁴, and the energy comes out as −Z³α²/12: the wrong sign and a third of the size.

## The contact energy in Lean

```lean
import Mathlib

open MeasureTheory Matrix
open scoped Real Kronecker

namespace BreitSpinContact

noncomputable section

/-- Position space of one electron. -/
abbrev Space := EuclideanSpace ℝ (Fin 3)

/-- Spin vectors of two electrons, given by their four components. -/
abbrev Spins := Fin 2 × Fin 2 → ℂ

/-- The three Pauli matrices. -/
def pauli : Fin 3 → Matrix (Fin 2) (Fin 2) ℂ :=
  ![!![0, 1; 1, 0], !![0, -Complex.I; Complex.I, 0], !![1, 0; 0, -1]]

/-- The operator `∑ₖ σₖ ⊗ σₖ` on two spins, which is four times `s₁ · s₂`. -/
def pauliDot : Matrix (Fin 2 × Fin 2) (Fin 2 × Fin 2) ℂ :=
  ∑ k, pauli k ⊗ₖ pauli k

/-- The two-spin singlet `(↑↓ - ↓↑)/√2`. -/
def singlet : Spins := fun p =>
  (((√2)⁻¹ : ℝ) : ℂ) * (!![0, 1; -1, 0] : Matrix (Fin 2) (Fin 2) ℂ) p.1 p.2

/-- The integrand of the contact energy: `-(8π/3) α²` times the scalar product of `Ψ r r` with
`s₁ · s₂` applied to `Ψ r r`, without division by the norm of that spin vector. -/
def contactDensity (α : ℝ) (Ψ : Space → Space → Spins) (r : Space) : ℂ :=
  ((-(8 * π / 3) * α ^ 2 : ℝ) : ℂ) * (1 / 4 * (star (Ψ r r) ⬝ᵥ (pauliDot *ᵥ Ψ r r)))

/-- For a normalised wavefunction `Ψ`, the spin-spin contact energy `-(8π/3) α² ⟨s₁ · s₂ δ(r₁₂)⟩`;
the delta function leaves one integral over the common position. -/
def contactEnergy (α : ℝ) (Ψ : Space → Space → Spins) : ℂ :=
  ∫ r, contactDensity α Ψ r

/-- The hydrogenic 1s orbital `√(Z³/π) exp(-Z|r|)`, for nuclear charge `Z > 0`. -/
def orbital (Z : ℝ) (r : Space) : ℝ := √(Z ^ 3 / π) * Real.exp (-(Z * ‖r‖))

/-- The 1s² wavefunction: both electrons in the 1s orbital, with singlet spin. -/
def pairState (Z : ℝ) (r₁ r₂ : Space) : Spins := fun p =>
  ((orbital Z r₁ * orbital Z r₂ : ℝ) : ℂ) * singlet p

/-- The operator `∑ₖ σₖ ⊗ σₖ` is twice the exchange of the two spins minus the identity. -/
theorem pauliDot_mulVec (v : Spins) (a b : Fin 2) :
    (pauliDot *ᵥ v) (a, b) = 2 * v (b, a) - v (a, b) := by
  fin_cases a <;> fin_cases b <;>
    simp [pauliDot, pauli, Matrix.mulVec, dotProduct, Fintype.sum_prod_type,
      Fin.sum_univ_two, Fin.sum_univ_three] <;> ring

/-- A two-spin vector satisfies the eigenvalue equation of `∑ₖ σₖ ⊗ σₖ` with value `-3`
exactly when it changes sign under exchange of the spins. -/
theorem pauliDot_eq_neg_three_iff (v : Spins) :
    pauliDot *ᵥ v = (-3 : ℂ) • v ↔ ∀ a b, v (b, a) = -v (a, b) := by
  constructor
  · intro h a b
    have hab := congrFun h (a, b)
    rw [pauliDot_mulVec, Pi.smul_apply, smul_eq_mul] at hab
    linear_combination hab / 2
  · intro h
    funext ⟨a, b⟩
    rw [pauliDot_mulVec, Pi.smul_apply, smul_eq_mul, h a b]
    ring

/-- The singlet is normalised and is an eigenvector of `∑ₖ σₖ ⊗ σₖ` with eigenvalue `-3`. -/
theorem singlet_eigenvector :
    ∑ p, ‖singlet p‖ ^ 2 = 1 ∧ pauliDot *ᵥ singlet = (-3 : ℂ) • singlet := by
  constructor
  · simp [singlet, Fintype.sum_prod_type, Fin.sum_univ_two]
    norm_num
  · rw [pauliDot_eq_neg_three_iff]
    intro a b
    fin_cases a <;> fin_cases b <;> simp [singlet]

/-- For every two-electron function `Ψ` that is antisymmetric under exchange of positions and spins,
the contact density is `2π α²` times the sum of the squared moduli of the spin components of
`Ψ r r`. For normalised `Ψ` this sum is the probability density of finding both electrons at `r`. -/
theorem contactDensity_of_antisymm (α : ℝ) (Ψ : Space → Space → Spins)
    (hΨ : ∀ r₁ r₂ a b, Ψ r₂ r₁ (b, a) = -Ψ r₁ r₂ (a, b)) (r : Space) :
    contactDensity α Ψ r = ((2 * π * α ^ 2 * ∑ p, ‖Ψ r r p‖ ^ 2 : ℝ) : ℂ) := by
  -- at coincidence the Pauli principle acts on the spins alone
  have h := (pauliDot_eq_neg_three_iff (Ψ r r)).2 (hΨ r r)
  have hn : star (Ψ r r) ⬝ᵥ Ψ r r = ((∑ p, ‖Ψ r r p‖ ^ 2 : ℝ) : ℂ) := by
    simp only [dotProduct, Pi.star_apply]
    push_cast
    exact Finset.sum_congr rfl fun p _ => Complex.conj_mul' (Ψ r r p)
  rw [contactDensity, h, dotProduct_smul, hn, smul_eq_mul]
  push_cast
  ring

/-- The integral of `exp(-c|r|)` over three-dimensional space is `8π/c³` for `c > 0`. -/
theorem integral_exp_neg_norm {c : ℝ} (hc : 0 < c) :
    ∫ r : Space, Real.exp (-(c * ‖r‖)) = 8 * π / c ^ 3 := by
  -- the radial integral is a Gamma function
  have hr : ∫ t in Set.Ioi (0 : ℝ), t ^ 2 * Real.exp (-(c * t)) = 2 / c ^ 3 := by
    have h := Real.integral_rpow_mul_exp_neg_mul_Ioi (a := 3) (r := c) (by norm_num) hc
    have e : (3 : ℝ) - 1 = ((2 : ℕ) : ℝ) := by norm_num
    have g : Real.Gamma 3 = 2 := by
      rw [show (3 : ℝ) = ((2 : ℕ) : ℝ) + 1 by norm_num, Real.Gamma_nat_eq_factorial]
      norm_num [Nat.factorial]
    have p : (1 / c) ^ (3 : ℝ) = (1 / c) ^ 3 := by
      exact_mod_cast Real.rpow_natCast (1 / c) 3
    rw [e, g, p] at h
    simp only [Real.rpow_natCast] at h
    rw [h]
    ring
  -- the unit ball fixes the angular factor
  have hv : (volume : Measure Space).real (Metric.ball 0 1) = π * 4 / 3 := by
    rw [Measure.real, EuclideanSpace.volume_ball_fin_three, ENNReal.ofReal_one, one_pow,
      one_mul, ENNReal.toReal_ofReal (by positivity)]
  have h := integral_fun_norm_addHaar (volume : Measure Space)
    (fun t : ℝ => Real.exp (-(c * t)))
  simp only [finrank_euclideanSpace_fin, hv, smul_eq_mul, nsmul_eq_mul,
    Nat.reduceSub, hr] at h
  rw [h]
  push_cast
  ring

/-- The 1s density is `(Z³/π) exp(-2Z|r|)` for `Z > 0`. -/
theorem orbital_sq {Z : ℝ} (hZ : 0 < Z) (r : Space) :
    orbital Z r ^ 2 = Z ^ 3 / π * Real.exp (-(2 * Z * ‖r‖)) := by
  rw [orbital, mul_pow, Real.sq_sqrt (by positivity), ← Real.exp_nat_mul]
  congr 2
  push_cast
  ring

/-- For `Z > 0` the 1s orbital is normalised, and the integral of its squared density,
which is `⟨δ(r₁₂)⟩` for 1s², equals `Z³/(8π)`. -/
theorem orbital_integrals {Z : ℝ} (hZ : 0 < Z) :
    ∫ r, orbital Z r ^ 2 = 1 ∧ ∫ r, orbital Z r ^ 4 = Z ^ 3 / (8 * π) := by
  constructor
  · simp_rw [orbital_sq hZ]
    rw [integral_const_mul, integral_exp_neg_norm (by positivity)]
    field_simp
    norm_num
  · have h4 : ∀ r, orbital Z r ^ 4 = (Z ^ 3 / π) ^ 2 * Real.exp (-(4 * Z * ‖r‖)) := by
      intro r
      rw [show orbital Z r ^ 4 = (orbital Z r ^ 2) ^ 2 by ring, orbital_sq hZ, mul_pow,
        ← Real.exp_nat_mul]
      congr 2
      push_cast
      ring
    simp_rw [h4]
    rw [integral_const_mul, integral_exp_neg_norm (by positivity)]
    field_simp
    norm_num

/-- For `Z > 0` the spin-spin contact energy of the 1s² singlet is `Z³ α²/4`. -/
theorem contactEnergy_pairState {Z : ℝ} (hZ : 0 < Z) (α : ℝ) :
    contactEnergy α (pairState Z) = ((Z ^ 3 * α ^ 2 / 4 : ℝ) : ℂ) := by
  have hs := (pauliDot_eq_neg_three_iff singlet).1 singlet_eigenvector.2
  have hanti : ∀ r₁ r₂ a b, pairState Z r₂ r₁ (b, a) = -pairState Z r₁ r₂ (a, b) := by
    intro r₁ r₂ a b
    simp only [pairState]
    rw [hs a b, mul_comm (orbital Z r₂)]
    ring
  -- the normalised spin part drops out of the coincidence density
  have hd : ∀ r, contactDensity α (pairState Z) r
      = ((2 * π * α ^ 2 * orbital Z r ^ 4 : ℝ) : ℂ) := by
    intro r
    rw [contactDensity_of_antisymm α _ hanti r]
    congr 2
    simp only [pairState, norm_mul, mul_pow, Complex.norm_real, Real.norm_eq_abs, sq_abs,
      ← Finset.mul_sum, singlet_eigenvector.1]
    ring
  simp_rw [contactEnergy, hd]
  rw [integral_complex_ofReal, integral_const_mul, (orbital_integrals hZ).2]
  congr 1
  field_simp
  ring

end

end BreitSpinContact
```

```lean
#print axioms BreitSpinContact.contactEnergy_pairState
```

```
'BreitSpinContact.contactEnergy_pairState' depends on axioms: [propext, Classical.choice, Quot.sound]
```

## What the definitions fix, and what they leave out

`Space` is Euclidean three-space, and `Spins` holds the four complex components v(a,b). A wavefunction is a function `Ψ : Space → Space → Spins`. `pauliDot` is D, and the factor `1 / 4` in `contactDensity` turns it into s₁·s₂.

The delta function enters by definition: `contactDensity` evaluates Ψ with both electrons at `r`, and `contactEnergy` integrates over that one position. No distribution or limiting process is involved, so the values of Ψ at coincidence must be meaningful, as they are for a continuous wavefunction.

`contactEnergy_pairState` states the opening result for every `Z` with `0 < Z` and every real `α`. The energy is complex-valued by type, and the theorem equates it with a real number.

`contactDensity_of_antisymm` is a pointwise statement. It assumes only the Pauli principle, `hΨ`, and needs neither a product form nor normalisation. The sum on its right-hand side is a probability density when Ψ is normalised.

The Breit interaction itself is not derived. The other Breit–Pauli terms, QED corrections, finite nuclear size and systems with more than two electrons are absent. The 1s² state is entered as a given function; that it solves the Schrödinger equation for two non-interacting electrons in the field of the nucleus is not proved here.

## Spin lemmas, the radial integral and the final value

`pauliDot_mulVec` proves the exchange formula by running through the four choices of `a` and `b` with `fin_cases`. `pauliDot_eq_neg_three_iff` turns it into the antisymmetry criterion; in the forward direction, `linear_combination hab / 2` is the division by 2 made above. `singlet_eigenvector` adds the norm of the singlet and applies the criterion.

In `contactDensity_of_antisymm`, the term `hΨ r r` is the Pauli principle at coincidence. The criterion then supplies the factor −3, and `hn` identifies the remaining scalar product with the sum of squared moduli.

`integral_exp_neg_norm` reduces the three-dimensional integral to a radial one through `integral_fun_norm_addHaar`. The angular factor 4π appears as three times the volume of the unit ball, and the radial integral comes from Γ(3) = 2. `orbital_sq` squares the orbital, and `orbital_integrals` uses the exponential integral with c = 2Z for the norm and c = 4Z for φ⁴.

The last theorem first shows that `pairState` is antisymmetric (`hanti`). It then reduces the contact density to 2πα²φ⁴ (`hd`), where the singlet's norm drops out, and inserts the value of ∫φ⁴.
